# Interference between j = l ± 1/2 cancels in the integrated elastic cross section of a finite partial-wave sum

For elastic scattering of a spin-1/2 particle from a spinless target with a spin-orbit force, I take the amplitudes as finite partial-wave sums with free complex coefficients, without solving a radial equation. With \(t=\cos\theta\), wave number \(k\) and Legendre polynomials \(P_l\), the direct and spin-flip amplitudes for spin quantised along the incident beam are, up to a phase factor in \(g\) that does not affect \(|g|^2\),

\[
f=\frac1k\sum_{l=0}^N[(l+1)a_l+l\,b_l]P_l(t),\qquad
g=\frac1k\sum_{l=0}^N(a_l-b_l)\sqrt{1-t^2}\,P_l'(t),
\]

where \(a_l\) belongs to \(j=l+1/2\) and \(b_l\) to \(j=l-1/2\). For an unpolarised beam, with the final spin not observed, the differential cross section is \(|f|^2+|g|^2\). Clearly \(|f|^2\) contains interference between \(a_l\) and \(b_l\), yet the elastic cross section integrated over all angles has none. Where does it go, and does its disappearance need real phase shifts?

## The spin-flip part carries the opposite interference

After integration over angle it cancels against the contribution of \(|g|^2\) for each \(l\), for any complex coefficients. Two relations follow by induction from Bonnet's recursion \((n+2)P_{n+2}=(2n+3)tP_{n+1}-(n+1)P_n\) and its derivative:

\[
P_{n+1}'=tP_n'+(n+1)P_n,\qquad tP_{n+1}'-P_n'=(n+1)P_{n+1}.
\]

They give

\[
\frac{d}{dt}\left[t(P_{n+1}^2+P_n^2)-2P_nP_{n+1}\right]=(2n+3)P_{n+1}^2-(2n+1)P_n^2 .
\]

The bracket vanishes at \(t=\pm1\), since \(P_n(1)=1\) and \(P_n(-1)=(-1)^n\). Hence \((2n+1)\int_{-1}^1P_n^2\,dt\) keeps its value 2 from \(n=0\).

The same relations give \((1-t^2)P_{n+1}'=(n+1)(P_n-tP_{n+1})\), and differentiating this gives \([(1-t^2)P_l']'=-l(l+1)P_l\), which is trivial for \(l=0\). Integrating by parts,

\[
\int_{-1}^1(1-t^2)P_l'P_m'\,dt=l(l+1)\int_{-1}^1P_lP_m\,dt .
\]

Exchanging \(l\) and \(m\) and subtracting gives \((l-m)(l+m+1)\int P_lP_m\,dt=0\), so different \(l\) are orthogonal. Therefore

\[
k^2\!\int_{-1}^1(|f|^2+|g|^2)\,dt=\sum_{l=0}^N\frac{2}{2l+1}\left[|(l+1)a_l+l\,b_l|^2+l(l+1)|a_l-b_l|^2\right].
\]

The cross terms are \(\pm2l(l+1)\,\mathrm{Re}(a_l\overline{b_l})\). What remains in the square bracket is \((2l+1)[(l+1)|a_l|^2+l|b_l|^2]\). The azimuthal factor \(2\pi\) then gives

\[
\sigma=\frac{4\pi}{k^2}\sum_{l=0}^N\left[(l+1)|a_l|^2+l|b_l|^2\right].
\]

With absorption, this \(\sigma\) is only the elastic part of the total cross section; for real phase shifts the two agree. For real phase shifts \(\delta_l,\varepsilon_l\) (here \(\varepsilon\) is not an energy), put \(a_l=e^{i\delta_l}\sin\delta_l\) and \(b_l=e^{i\varepsilon_l}\sin\varepsilon_l\). Then \(|a_l|^2=\sin^2\delta_l\), \(|b_l|^2=\sin^2\varepsilon_l\), and \(a_l-b_l=(e^{2i\delta_l}-e^{2i\varepsilon_l})/2i\) has squared modulus \(\sin^2(\delta_l-\varepsilon_l)\).

In the Lean file, `direct` is \(f\), `spinFlip` is \(g\), and `P` and `dP` are the values of \(P_l\) and \(P_l'\). `Finset.range (N + 1)` runs over \(l=0,\dots,N\). `cross_section` states the result multiplied by \(k^2\), for real \(k\ne0\); physically \(k>0\). `cross_section_phases` gives the total and spin-flip formulas for real phases.

```lean
import Mathlib

open Polynomial
open scoped Real

namespace SpinOrbitCrossSection

noncomputable section

/-- Legendre polynomials, defined by Bonnet's recursion. -/
def legendreP : ℕ → Polynomial ℝ
  | 0 => 1
  | 1 => X
  | n + 2 => C ((2 * (n : ℝ) + 3) / ((n : ℝ) + 2)) * X * legendreP (n + 1)
      - C (((n : ℝ) + 1) / ((n : ℝ) + 2)) * legendreP n

/-- The value `P_l(t)`. -/
def P (l : ℕ) (t : ℝ) : ℝ := (legendreP l).eval t

/-- The value of the derivative `P_l'(t)`. -/
def dP (l : ℕ) (t : ℝ) : ℝ := (derivative (legendreP l)).eval t

/-- Direct (non-flip) amplitude at `t = cos θ`, for wave number `k ≠ 0`; `a l` and `b l` are the
partial amplitudes for `j = l + 1/2` and `j = l - 1/2`. -/
def direct (k : ℝ) (N : ℕ) (a b : ℕ → ℂ) (t : ℝ) : ℂ :=
  1 / (k : ℂ) * ∑ l ∈ Finset.range (N + 1), (((l : ℂ) + 1) * a l + l * b l) * (P l t : ℂ)

/-- Spin-flip amplitude at `t = cos θ` in `[-1, 1]`, for wave number `k ≠ 0`. -/
def spinFlip (k : ℝ) (N : ℕ) (a b : ℕ → ℂ) (t : ℝ) : ℂ :=
  1 / (k : ℂ) * ∑ l ∈ Finset.range (N + 1),
    (a l - b l) * ((Real.sqrt (1 - t ^ 2) * dP l t : ℝ) : ℂ)

/-- Partial amplitude `exp(iδ) sin δ` of a real phase shift `δ`. -/
def phaseAmp (δ : ℝ) : ℂ := Complex.exp (δ * Complex.I) * (Real.sin δ : ℂ)

/-- Bonnet's recursion for the values of the Legendre polynomials. -/
theorem bonnet (n : ℕ) (x : ℝ) :
    ((n : ℝ) + 2) * P (n + 2) x = (2 * n + 3) * x * P (n + 1) x - (n + 1) * P n x := by
  have h : (n : ℝ) + 2 ≠ 0 := by positivity
  have e1 : ((n : ℝ) + 2) * ((2 * n + 3) / (n + 2)) = 2 * n + 3 := by field_simp
  have e2 : ((n : ℝ) + 2) * ((n + 1) / (n + 2)) = n + 1 := by field_simp
  simp only [P, legendreP, eval_sub, eval_mul, eval_C, eval_X]
  linear_combination x * (legendreP (n + 1)).eval x * e1 - (legendreP n).eval x * e2

/-- The two ladder relations between neighbouring Legendre polynomials and their derivatives. -/
theorem ladder (n : ℕ) (x : ℝ) :
    dP (n + 1) x = x * dP n x + (n + 1) * P n x ∧
    x * dP (n + 1) x - dP n x = (n + 1) * P (n + 1) x := by
  induction n with
  | zero => simp [P, dP, legendreP]
  | succ n ih =>
    obtain ⟨A, B⟩ := ih
    have h : (n : ℝ) + 2 ≠ 0 := by positivity
    have r : ((n : ℝ) + 2) * P (n + 1 + 1) x
        = (2 * n + 3) * x * P (n + 1) x - (n + 1) * P n x := bonnet n x
    -- the differentiated recursion
    have d : ((n : ℝ) + 2) * dP (n + 1 + 1) x
        = (2 * n + 3) * (P (n + 1) x + x * dP (n + 1) x) - (n + 1) * dP n x := by
      have e1 : ((n : ℝ) + 2) * ((2 * n + 3) / (n + 2)) = 2 * n + 3 := by field_simp
      have e2 : ((n : ℝ) + 2) * ((n + 1) / (n + 2)) = n + 1 := by field_simp
      simp only [P, dP, legendreP, derivative_sub, derivative_mul, derivative_C, derivative_X,
        eval_sub, eval_add, eval_mul, eval_C, eval_X, eval_zero, eval_one]
      linear_combination ((legendreP (n + 1)).eval x
        + x * (derivative (legendreP (n + 1))).eval x) * e1
        - (derivative (legendreP n)).eval x * e2
    have A' : dP (n + 1 + 1) x = x * dP (n + 1) x + ((n : ℝ) + 2) * P (n + 1) x := by
      apply mul_left_cancel₀ h
      linear_combination d + ((n : ℝ) + 1) * B
    constructor
    · push_cast
      linear_combination A'
    · push_cast
      linear_combination x * A' - r + x * B - A

/-- Forward and backward values: `P_n(1) = 1` and `P_n(-1) = (-1)^n`. -/
theorem P_endpoints : ∀ n : ℕ, P n 1 = 1 ∧ P n (-1) = (-1) ^ n
  | 0 => by simp [P, legendreP]
  | 1 => by simp [P, legendreP]
  | n + 2 => by
    obtain ⟨a, b⟩ := P_endpoints n
    obtain ⟨c, d⟩ := P_endpoints (n + 1)
    have h : (n : ℝ) + 2 ≠ 0 := by positivity
    constructor
    · apply mul_left_cancel₀ h
      rw [bonnet, a, c]
      ring
    · apply mul_left_cancel₀ h
      rw [bonnet, b, d]
      ring

/-- Normalisation: the integral of `P_n²` over `[-1, 1]` is `2/(2n+1)`. -/
theorem integral_P_sq (n : ℕ) :
    (∫ t in (-1 : ℝ)..1, P n t * P n t) = 2 / (2 * (n : ℝ) + 1) := by
  induction n with
  | zero => norm_num [P, legendreP]
  | succ n ih =>
    have cP : ∀ l, Continuous (P l) := fun l => (legendreP l).continuous
    have i1 : Continuous fun t => (2 * (n : ℝ) + 3) * (P (n + 1) t * P (n + 1) t) :=
      continuous_const.mul ((cP _).mul (cP _))
    have i2 : Continuous fun t => (2 * (n : ℝ) + 1) * (P n t * P n t) :=
      continuous_const.mul ((cP _).mul (cP _))
    -- the difference of neighbouring weighted squares is an exact derivative
    have hd : ∀ t ∈ Set.uIcc (-1 : ℝ) 1, HasDerivAt
        (fun t => t * (P (n + 1) t * P (n + 1) t) + t * (P n t * P n t)
          - 2 * (P n t * P (n + 1) t))
        ((2 * (n : ℝ) + 3) * (P (n + 1) t * P (n + 1) t)
          - (2 * (n : ℝ) + 1) * (P n t * P n t)) t := by
      intro t _
      have p : HasDerivAt (P n) (dP n t) t := (legendreP n).hasDerivAt t
      have q : HasDerivAt (P (n + 1)) (dP (n + 1) t) t := (legendreP (n + 1)).hasDerivAt t
      obtain ⟨A, B⟩ := ladder n t
      refine ((((hasDerivAt_id' t).fun_mul (q.fun_mul q)).fun_add
        ((hasDerivAt_id' t).fun_mul (p.fun_mul p))).fun_sub
        ((p.fun_mul q).const_mul 2)).congr_deriv ?_
      linear_combination 2 * P (n + 1) t * B - 2 * P n t * A
    have key := intervalIntegral.integral_eq_sub_of_hasDerivAt hd
      ((i1.sub i2).intervalIntegrable _ _)
    rw [intervalIntegral.integral_sub (i1.intervalIntegrable _ _) (i2.intervalIntegrable _ _),
      intervalIntegral.integral_const_mul, intervalIntegral.integral_const_mul, ih] at key
    simp only [(P_endpoints n).1, (P_endpoints n).2, (P_endpoints (n + 1)).1,
      (P_endpoints (n + 1)).2] at key
    have h : 2 * (n : ℝ) + 1 ≠ 0 := by positivity
    have e : (2 * (n : ℝ) + 1) * (2 / (2 * n + 1)) = 2 := by field_simp
    push_cast
    rw [eq_div_iff (by positivity)]
    linear_combination key + e

/-- Integration by parts: the overlap of `P_l'` and `P_m'` with weight `1 - t²` is `l(l+1)` times
the overlap of `P_l` and `P_m`. -/
theorem integral_dP (l m : ℕ) :
    (∫ t in (-1 : ℝ)..1, (1 - t ^ 2) * (dP l t * dP m t))
      = (l : ℝ) * (l + 1) * ∫ t in (-1 : ℝ)..1, P l t * P m t := by
  cases l with
  | zero => simp [dP, legendreP]
  | succ n =>
    have cP : ∀ l, Continuous (P l) := fun l => (legendreP l).continuous
    have cd : ∀ l, Continuous (dP l) := fun l => (derivative (legendreP l)).continuous
    have i1 : Continuous fun t : ℝ => (1 - t ^ 2) * (dP (n + 1) t * dP m t) :=
      (continuous_const.sub (continuous_pow 2)).mul ((cd _).mul (cd _))
    have i2 : Continuous fun t => (((n : ℝ) + 1) * (n + 2)) * (P (n + 1) t * P m t) :=
      continuous_const.mul ((cP _).mul (cP _))
    have hd : ∀ t ∈ Set.uIcc (-1 : ℝ) 1, HasDerivAt
        (fun t => ((n : ℝ) + 1) * ((P n t - t * P (n + 1) t) * P m t))
        ((1 - t ^ 2) * (dP (n + 1) t * dP m t)
          - (((n : ℝ) + 1) * (n + 2)) * (P (n + 1) t * P m t)) t := by
      intro t _
      have p : HasDerivAt (P n) (dP n t) t := (legendreP n).hasDerivAt t
      have q : HasDerivAt (P (n + 1)) (dP (n + 1) t) t := (legendreP (n + 1)).hasDerivAt t
      have r : HasDerivAt (P m) (dP m t) t := (legendreP m).hasDerivAt t
      obtain ⟨A, B⟩ := ladder n t
      refine (((p.fun_sub ((hasDerivAt_id' t).fun_mul q)).fun_mul r).const_mul
        ((n : ℝ) + 1)).congr_deriv ?_
      linear_combination (-((n : ℝ) + 1) * P m t) * B + dP m t * (t * B - A)
    have key := intervalIntegral.integral_eq_sub_of_hasDerivAt hd
      ((i1.sub i2).intervalIntegrable _ _)
    rw [intervalIntegral.integral_sub (i1.intervalIntegrable _ _) (i2.intervalIntegrable _ _),
      intervalIntegral.integral_const_mul] at key
    simp only [(P_endpoints n).1, (P_endpoints n).2, (P_endpoints (n + 1)).1,
      (P_endpoints (n + 1)).2] at key
    push_cast
    linear_combination key

/-- Orthogonality and normalisation of the Legendre polynomials on `[-1, 1]`. -/
theorem orthogonality (l m : ℕ) :
    (∫ t in (-1 : ℝ)..1, P l t * P m t) = if l = m then 2 / (2 * (l : ℝ) + 1) else 0 := by
  split_ifs with h
  · rw [← h, integral_P_sq]
  · have h1 := integral_dP l m
    have h2 := integral_dP m l
    simp only [mul_comm (dP m _) (dP l _), mul_comm (P m _) (P l _)] at h2
    have hne : (l : ℝ) - m ≠ 0 := sub_ne_zero.2 (by exact_mod_cast h)
    have hpos : (l : ℝ) + m + 1 ≠ 0 := by positivity
    apply mul_left_cancel₀ (mul_ne_zero hne hpos)
    linear_combination h2 - h1

/-- Parseval identity for a partial-wave sum with prefactor `1/k`, `k ≠ 0`, over continuous
real functions that are orthogonal on `[-1, 1]` with squared norms `w l`. -/
theorem parseval {k : ℝ} (hk : k ≠ 0) (N : ℕ) (u : ℕ → ℝ → ℝ) (w : ℕ → ℝ)
    (hu : ∀ l, Continuous (u l))
    (ho : ∀ l m, (∫ t in (-1 : ℝ)..1, u l t * u m t) = if l = m then w l else 0)
    (c : ℕ → ℂ) :
    k ^ 2 * (∫ t in (-1 : ℝ)..1,
      ‖1 / (k : ℂ) * ∑ l ∈ Finset.range (N + 1), c l * (u l t : ℂ)‖ ^ 2)
      = ∑ l ∈ Finset.range (N + 1), ‖c l‖ ^ 2 * w l := by
  have hz : ∀ z : ℂ, k ^ 2 * ‖1 / (k : ℂ) * z‖ ^ 2 = ‖z‖ ^ 2 := by
    intro z
    rw [norm_mul, norm_div, norm_one, Complex.norm_real, Real.norm_eq_abs, mul_pow, div_pow,
      sq_abs]
    field_simp
  -- expand the squared modulus into a double sum
  have e : ∀ t, ‖∑ l ∈ Finset.range (N + 1), c l * (u l t : ℂ)‖ ^ 2
      = ∑ l ∈ Finset.range (N + 1), ∑ m ∈ Finset.range (N + 1),
        ((c l).re * (c m).re + (c l).im * (c m).im) * (u l t * u m t) := by
    intro t
    rw [Complex.sq_norm, Complex.normSq_apply, Complex.re_sum, Complex.im_sum,
      Finset.sum_mul_sum, Finset.sum_mul_sum, ← Finset.sum_add_distrib]
    refine Finset.sum_congr rfl fun l _ => ?_
    rw [← Finset.sum_add_distrib]
    refine Finset.sum_congr rfl fun m _ => ?_
    simp only [Complex.mul_re, Complex.mul_im, Complex.ofReal_re, Complex.ofReal_im]
    ring
  rw [← intervalIntegral.integral_const_mul]
  simp only [hz, e]
  rw [intervalIntegral.integral_finsetSum]
  · refine Finset.sum_congr rfl fun l hl => ?_
    rw [intervalIntegral.integral_finsetSum]
    · simp only [intervalIntegral.integral_const_mul, ho, mul_ite, mul_zero, Finset.sum_ite_eq]
      rw [if_pos hl, Complex.sq_norm, Complex.normSq_apply]
    · intro m _
      exact (continuous_const.mul ((hu l).mul (hu m))).intervalIntegrable _ _
  · intro l _
    exact (continuous_finsetSum _ fun m _ =>
      continuous_const.mul ((hu l).mul (hu m))).intervalIntegrable _ _

/-- The spin-flip cross section times `k²`, for `k ≠ 0`, is
`4π ∑ l(l+1)/(2l+1) |a_l - b_l|²`. -/
theorem spinFlip_cross_section {k : ℝ} (hk : k ≠ 0) (N : ℕ) (a b : ℕ → ℂ) :
    k ^ 2 * (2 * π * ∫ t in (-1 : ℝ)..1, ‖spinFlip k N a b t‖ ^ 2)
      = 4 * π * ∑ l ∈ Finset.range (N + 1),
        (l : ℝ) * (l + 1) / (2 * l + 1) * ‖a l - b l‖ ^ 2 := by
  have ho : ∀ l m : ℕ, (∫ t in (-1 : ℝ)..1,
      (Real.sqrt (1 - t ^ 2) * dP l t) * (Real.sqrt (1 - t ^ 2) * dP m t))
      = if l = m then (l : ℝ) * (l + 1) * (2 / (2 * l + 1)) else 0 := by
    intro l m
    have hs : (∫ t in (-1 : ℝ)..1,
        (Real.sqrt (1 - t ^ 2) * dP l t) * (Real.sqrt (1 - t ^ 2) * dP m t))
        = ∫ t in (-1 : ℝ)..1, (1 - t ^ 2) * (dP l t * dP m t) := by
      refine intervalIntegral.integral_congr fun t ht => ?_
      rw [Set.uIcc_of_le (by norm_num)] at ht
      have s := Real.mul_self_sqrt (show 0 ≤ 1 - t ^ 2 by
        nlinarith [mul_nonneg (sub_nonneg.2 ht.1) (sub_nonneg.2 ht.2)])
      show (Real.sqrt (1 - t ^ 2) * dP l t) * (Real.sqrt (1 - t ^ 2) * dP m t)
        = (1 - t ^ 2) * (dP l t * dP m t)
      linear_combination (dP l t * dP m t) * s
    rw [hs, integral_dP, orthogonality, mul_ite, mul_zero]
  have h : k ^ 2 * (∫ t in (-1 : ℝ)..1, ‖spinFlip k N a b t‖ ^ 2)
      = ∑ l ∈ Finset.range (N + 1), ‖a l - b l‖ ^ 2 * ((l : ℝ) * (l + 1) * (2 / (2 * l + 1))) :=
    parseval hk N (fun l t => Real.sqrt (1 - t ^ 2) * dP l t)
      (fun l => (l : ℝ) * (l + 1) * (2 / (2 * l + 1)))
      (fun l => (continuous_const.sub (continuous_pow 2)).sqrt.mul
        (derivative (legendreP l)).continuous) ho (fun l => a l - b l)
  have s : ∑ l ∈ Finset.range (N + 1), ‖a l - b l‖ ^ 2 * ((l : ℝ) * (l + 1) * (2 / (2 * l + 1)))
      = 2 * ∑ l ∈ Finset.range (N + 1), (l : ℝ) * (l + 1) / (2 * l + 1) * ‖a l - b l‖ ^ 2 := by
    rw [Finset.mul_sum]
    exact Finset.sum_congr rfl fun l _ => by ring
  linear_combination 2 * π * h + 2 * π * s

/-- Cross section with spin-orbit coupling: for `k ≠ 0`, `k²` times the angular integral of
`|f|² + |g|²` is `4π ∑ ((l+1)|a_l|² + l|b_l|²)`. -/
theorem cross_section {k : ℝ} (hk : k ≠ 0) (N : ℕ) (a b : ℕ → ℂ) :
    k ^ 2 * (2 * π * ∫ t in (-1 : ℝ)..1, (‖direct k N a b t‖ ^ 2 + ‖spinFlip k N a b t‖ ^ 2))
      = 4 * π * ∑ l ∈ Finset.range (N + 1),
        (((l : ℝ) + 1) * ‖a l‖ ^ 2 + l * ‖b l‖ ^ 2) := by
  have cf : Continuous fun t => ‖direct k N a b t‖ ^ 2 :=
    (continuous_const.mul (continuous_finsetSum _ fun l _ => continuous_const.mul
      (Complex.continuous_ofReal.comp (legendreP l).continuous))).norm.pow 2
  have cg : Continuous fun t => ‖spinFlip k N a b t‖ ^ 2 :=
    (continuous_const.mul (continuous_finsetSum _ fun l _ => continuous_const.mul
      (Complex.continuous_ofReal.comp ((continuous_const.sub (continuous_pow 2)).sqrt.mul
        (derivative (legendreP l)).continuous)))).norm.pow 2
  have h1 : k ^ 2 * (∫ t in (-1 : ℝ)..1, ‖direct k N a b t‖ ^ 2)
      = ∑ l ∈ Finset.range (N + 1),
        ‖((l : ℂ) + 1) * a l + l * b l‖ ^ 2 * (2 / (2 * (l : ℝ) + 1)) :=
    parseval hk N P (fun l => 2 / (2 * (l : ℝ) + 1)) (fun l => (legendreP l).continuous)
      orthogonality (fun l => ((l : ℂ) + 1) * a l + l * b l)
  have h2 := spinFlip_cross_section hk N a b
  -- the interference of `a l` and `b l` cancels between the two parts
  have s : 2 * ∑ l ∈ Finset.range (N + 1), (((l : ℝ) + 1) * ‖a l‖ ^ 2 + l * ‖b l‖ ^ 2)
      = ∑ l ∈ Finset.range (N + 1),
          ‖((l : ℂ) + 1) * a l + l * b l‖ ^ 2 * (2 / (2 * (l : ℝ) + 1))
        + 2 * ∑ l ∈ Finset.range (N + 1),
          (l : ℝ) * (l + 1) / (2 * l + 1) * ‖a l - b l‖ ^ 2 := by
    rw [Finset.mul_sum, Finset.mul_sum, ← Finset.sum_add_distrib]
    refine Finset.sum_congr rfl fun l _ => ?_
    have i : ‖((l : ℂ) + 1) * a l + l * b l‖ ^ 2 + (l : ℝ) * (l + 1) * ‖a l - b l‖ ^ 2
        = (2 * l + 1) * (((l : ℝ) + 1) * ‖a l‖ ^ 2 + l * ‖b l‖ ^ 2) := by
      simp only [Complex.sq_norm, Complex.normSq_apply, Complex.add_re, Complex.add_im,
        Complex.sub_re, Complex.sub_im, Complex.mul_re, Complex.mul_im, Complex.natCast_re,
        Complex.natCast_im, Complex.one_re, Complex.one_im]
      ring
    have h : 2 * (l : ℝ) + 1 ≠ 0 := by positivity
    have e : (2 * (l : ℝ) + 1) * (2 * (l : ℝ) + 1)⁻¹ = 2 / 2 := by
      rw [mul_inv_cancel₀ h]
      norm_num
    linear_combination (-2 * (2 * (l : ℝ) + 1)⁻¹) * i
      - 2 * (((l : ℝ) + 1) * ‖a l‖ ^ 2 + l * ‖b l‖ ^ 2) * e
  rw [intervalIntegral.integral_add (cf.intervalIntegrable _ _) (cg.intervalIntegrable _ _)]
  linear_combination 2 * π * h1 + h2 - 2 * π * s

/-- For real phase shifts `δ l` (`j = l + 1/2`) and `ε l` (`j = l - 1/2`) and `k ≠ 0`, the total
cross section times `k²` is `4π ∑ ((l+1) sin² δ_l + l sin² ε_l)`, and its spin-flip part times `k²`
is `4π ∑ l(l+1)/(2l+1) sin² (δ_l - ε_l)`. -/
theorem cross_section_phases {k : ℝ} (hk : k ≠ 0) (N : ℕ) (δ ε : ℕ → ℝ) :
    k ^ 2 * (2 * π * ∫ t in (-1 : ℝ)..1,
        (‖direct k N (fun l => phaseAmp (δ l)) (fun l => phaseAmp (ε l)) t‖ ^ 2
          + ‖spinFlip k N (fun l => phaseAmp (δ l)) (fun l => phaseAmp (ε l)) t‖ ^ 2))
      = 4 * π * ∑ l ∈ Finset.range (N + 1),
        (((l : ℝ) + 1) * Real.sin (δ l) ^ 2 + l * Real.sin (ε l) ^ 2) ∧
    k ^ 2 * (2 * π * ∫ t in (-1 : ℝ)..1,
        ‖spinFlip k N (fun l => phaseAmp (δ l)) (fun l => phaseAmp (ε l)) t‖ ^ 2)
      = 4 * π * ∑ l ∈ Finset.range (N + 1),
        (l : ℝ) * (l + 1) / (2 * l + 1) * Real.sin (δ l - ε l) ^ 2 := by
  have hn : ∀ x : ℝ, ‖phaseAmp x‖ ^ 2 = Real.sin x ^ 2 := by
    intro x
    rw [phaseAmp, norm_mul, Complex.norm_exp_ofReal_mul_I, one_mul, Complex.norm_real,
      Real.norm_eq_abs, sq_abs]
  have hd : ∀ x y : ℝ, ‖phaseAmp x - phaseAmp y‖ ^ 2 = Real.sin (x - y) ^ 2 := by
    intro x y
    simp only [phaseAmp, Complex.sq_norm, Complex.normSq_apply, Complex.sub_re, Complex.sub_im,
      Complex.mul_re, Complex.mul_im, Complex.exp_ofReal_mul_I_re, Complex.exp_ofReal_mul_I_im,
      Complex.ofReal_re, Complex.ofReal_im, Real.sin_sub]
    linear_combination (Real.sin x ^ 2 - Real.sin y ^ 2) * Real.sin_sq_add_cos_sq x
      + (Real.sin y ^ 2 - Real.sin x ^ 2) * Real.sin_sq_add_cos_sq y
  constructor
  · rw [cross_section hk]
    simp only [hn]
  · rw [spinFlip_cross_section hk]
    simp only [hd]

end

end SpinOrbitCrossSection
```
```lean
#print axioms SpinOrbitCrossSection.cross_section
#print axioms SpinOrbitCrossSection.cross_section_phases
```

```
'SpinOrbitCrossSection.cross_section' depends on axioms: [propext, Classical.choice, Quot.sound]
'SpinOrbitCrossSection.cross_section_phases' depends on axioms: [propext, Classical.choice, Quot.sound]
```

`ladder` proves the two relations, and `P_endpoints` the boundary values. `integral_P_sq` applies the fundamental theorem of calculus to \(t(P_{n+1}^2+P_n^2)-2P_nP_{n+1}\), and `integral_dP` applies it to \((n+1)(P_n-tP_{n+1})P_m\), which equals \((1-t^2)P_l'P_m\) for \(l=n+1\); `linear_combination` checks the derivatives. `orthogonality` does the exchange of indices. `parseval` expands the squared modulus into a double sum and keeps its diagonal. `spinFlip_cross_section` applies it to \(\sqrt{1-t^2}\,P_l'\), using \(1-t^2\ge0\) on the interval. In `cross_section`, the identity `i` is the cancellation of the interference between \(a_l\) and \(b_l\).

For \(N=0\), \(g=0\) and \(\sigma=4\pi|a_0|^2/k^2\); the unphysical \(b_0\) drops out. At \(k=0\) the stated equation fails: with \(N=0\) and \(a_0=1\), its left side is 0 and its right side \(4\pi\).

The step left to physics is that a given potential really produces these coefficients and that the partial waves above \(N\) are negligible. Granted that, phase shifts from a radial solver give the elastic cross section without an angular grid.
